# The Bernoulli function x/(eˣ − 1), with value 1 at x = 0, is positive for every real x

The declaration `bern_pos` states that the Bernoulli function, equal to x/(eˣ − 1) for x ≠ 0 and to 1 at x = 0, is strictly positive at every real x. In the Scharfetter–Gummel scheme for drift-diffusion transport this function weights the carrier densities in the flux between neighbouring grid points, but the statement concerns the function alone and involves no density, flux or grid. The proof unfolds the definition and treats x = 0 separately, where the value is 1. For x ≠ 0 it splits on the sign of x and shows that numerator and denominator are both negative or both positive, so that their quotient is positive.

The first attempt, which Lean rejects:

```lean
import Mathlib

open Set

namespace ScharfetterGummel

noncomputable section

/-- The Bernoulli function `B(x) = x / (exp x - 1)`, with `B(0) = 1`. -/
def bern (x : ℝ) : ℝ := if x = 0 then 1 else x / (Real.exp x - 1)

/-- The Bernoulli function is positive. -/
theorem bern_pos (x : ℝ) : 0 < bern x := by
  unfold bern
  split_ifs with hx
  · exact one_pos
  · rcases lt_or_gt_of_ne hx with h | h
    · exact div_pos_of_neg_of_neg h (sub_neg.2 (Real.exp_lt_one h))
    · exact div_pos h (sub_pos.2 (Real.one_lt_exp_iff.2 h))

end

end ScharfetterGummel
```

Compiling this gives:

```
Main.lean:18:48: error(lean.unknownIdentifier): Unknown constant `Real.exp_lt_one`
```

Fix (accepted with no message):

```diff
@@ -16,5 +16,5 @@
   · exact one_pos
   · rcases lt_or_gt_of_ne hx with h | h
-    · exact div_pos_of_neg_of_neg h (sub_neg.2 (Real.exp_lt_one h))
+    · exact div_pos_of_neg_of_neg h (sub_neg.2 (Real.exp_lt_one_iff.2 h))
     · exact div_pos h (sub_pos.2 (Real.one_lt_exp_iff.2 h))
 
```

What went wrong. The message says that Lean finds no constant called `Real.exp_lt_one` in the environment given by the file and its import. The failure is therefore one of naming, and the mathematical argument is sound.

The name occurs in the case x < 0. There `div_pos_of_neg_of_neg` needs both x and `Real.exp x - 1` to be negative. The first is the hypothesis `h`; for the second, `sub_neg.2` asks for a proof of `Real.exp x < 1`, which the missing lemma was meant to supply.

The repair uses `Real.exp_lt_one_iff`, which states that `Real.exp x < 1` holds exactly when `x < 0`. Since this is an equivalence, it can't be applied directly to `h` as an implication could; `.2` selects the direction from `x < 0` to `Real.exp x < 1`, and applying that to `h` gives the required inequality. The case x > 0 already used `Real.one_lt_exp_iff.2` in the same way and is unchanged.
